# Sine modes and the complete spectrum of the Dirichlet three-point Laplacian

A box has $n$ interior grid points $j=1,\dots,n$ with spacing $h$, and walls at $j=0$ and $j=n+1$. A real grid function is a vector $u=(u_1,\dots,u_n)$, in Lean a function `Fin n → ℝ`. Lean counts from zero, so the index `i` stands for the point $j=i+1$. The function `withWalls` extends $u$ by zero to the walls and beyond.

```lean
import Mathlib

open Real

namespace DiscreteParticleInBox

noncomputable section

/-- The grid function `u` on the `n` interior points, numbered `1, ..., n`, extended by zero
to the wall at `0` and to all points from the wall at `n + 1` on. -/
def withWalls {n : ℕ} (u : Fin n → ℝ) : ℕ → ℝ
  | 0 => 0
  | j + 1 => if hj : j < n then u ⟨j, hj⟩ else 0
```

The extension is linear in $u$, which the next two lemmas check by cases on the grid point.

```lean
/-- Extension by zero respects superposition. -/
theorem withWalls_add {n : ℕ} (u v : Fin n → ℝ) (j : ℕ) :
    withWalls (u + v) j = withWalls u j + withWalls v j := by
  cases j with
  | zero => simp [withWalls]
  | succ j => by_cases hj : j < n <;> simp [withWalls, hj]

/-- Extension by zero respects multiplication by a number. -/
theorem withWalls_smul {n : ℕ} (c : ℝ) (u : Fin n → ℝ) (j : ℕ) :
    withWalls (c • u) j = c * withWalls u j := by
  cases j with
  | zero => simp [withWalls]
  | succ j => by_cases hj : j < n <;> simp [withWalls, hj]
```

The Laplacian is therefore a linear map,
$$(\Delta_h u)_j=\frac{u_{j+1}-2u_j+u_{j-1}}{h^2},\qquad u_0=u_{n+1}=0.$$
In `boxLaplacian`, component `i` uses the points `i`, `i + 1` and `i + 2`.

```lean
/-- The three-point Laplacian with spacing `h ≠ 0` on `n` interior points, with the
function set to zero at both walls. -/
def boxLaplacian (n : ℕ) (h : ℝ) : (Fin n → ℝ) →ₗ[ℝ] (Fin n → ℝ) where
  toFun u i := (withWalls u ((i : ℕ) + 2) - 2 * withWalls u ((i : ℕ) + 1)
    + withWalls u (i : ℕ)) / h ^ 2
  map_add' u v := by
    ext i
    simp only [withWalls_add, Pi.add_apply]
    ring
  map_smul' c u := by
    ext i
    simp only [withWalls_smul, Pi.smul_apply, smul_eq_mul, RingHom.id_apply]
    ring
```

For a natural number $k$, the candidate mode and eigenvalue are
$$u_j=\sin\frac{jk\pi}{n+1},\qquad \lambda_k=-\frac{4}{h^2}\sin^2\frac{k\pi}{2(n+1)}.$$
For $1\le k\le n$ the mode has squared length $(n+1)/2$, so the normalised vector is $\sqrt{2/(n+1)}\,u$. The code uses $u$ itself.

```lean
/-- The sine `sin(j k π / (n + 1))` sampled at the interior points `j = 1, ..., n`;
the index `i` of `Fin n` stands for the point `j = i + 1`. -/
def boxMode (n k : ℕ) : Fin n → ℝ :=
  fun i => sin ((((i : ℕ) : ℝ) + 1) * k * π / ((n : ℝ) + 1))

/-- The number `-(4 / h²) sin²(k π / (2 (n + 1)))`, for spacing `h ≠ 0`. -/
def boxEigenvalue (n : ℕ) (h : ℝ) (k : ℕ) : ℝ :=
  -(4 / h ^ 2) * sin (k * π / (2 * ((n : ℝ) + 1))) ^ 2
```

The result is that for $h\neq0$ and $1\le k\le n$ the mode is a nonzero eigenvector with eigenvalue $\lambda_k<0$, and that these $\lambda_k$ are all the real eigenvalues. With $-\hbar^2/2m$ in front, this gives the energies $\frac{2\hbar^2}{mh^2}\sin^2\frac{k\pi}{2(n+1)}$ of one free particle in a one-dimensional box on a finite grid.

## Zero values at both walls

The condition $u_0=u_{n+1}=0$ stands for impenetrable walls. It is built into the operator, and the sine has to be shown to respect it.

Put $\theta=k\pi/(n+1)$, so that $u_j=\sin j\theta$. At the left wall this is $\sin 0=0$, and at the right wall it is $\sin k\pi=0$. The extended mode is thus the same sine at every point from $0$ to $n+1$, which is the content of `withWalls_boxMode`.

```lean
/-- The mode extended by zero agrees with the sine `sin(j k π / (n + 1))` at all grid
points `j = 0, ..., n + 1`, walls included. -/
theorem withWalls_boxMode (n k : ℕ) {j : ℕ} (hj : j ≤ n + 1) :
    withWalls (boxMode n k) j = sin ((j : ℝ) * k * π / ((n : ℝ) + 1)) := by
  cases j with
  | zero => simp [withWalls]
  | succ j =>
    by_cases h : j < n
    · simp [withWalls, boxMode, h]
    · -- at the right wall the argument is a multiple of π
      have hjn : j = n := by omega
      have hn : (n : ℝ) + 1 ≠ 0 := by positivity
      have e : ((n + 1 : ℕ) : ℝ) * k * π / ((n : ℝ) + 1) = k * π := by
        push_cast
        field_simp
      rw [hjn, e, Real.sin_nat_mul_pi]
      simp [withWalls]
```

One identity now serves every row, including those next to the walls. From $\sin(x+\theta)+\sin(x-\theta)=2\sin x\cos\theta$ and $\cos\theta=1-2\sin^2(\theta/2)$,
$$\sin(x+\theta)-2\sin x+\sin(x-\theta)=-4\sin^2(\theta/2)\,\sin x.$$
Setting $x=j\theta$ and dividing by $h^2$ gives $\Delta_h u=\lambda_k u$.

```lean
/-- The second difference of a sine with step `θ` is the same sine times
`-4 sin²(θ / 2)`. -/
theorem second_difference_sin (x θ : ℝ) :
    sin (x + θ) - 2 * sin x + sin (x - θ) = -4 * sin (θ / 2) ^ 2 * sin x := by
  have hc : cos θ = 1 - 2 * sin (θ / 2) ^ 2 := by
    have h1 := Real.cos_two_mul (θ / 2)
    have h2 := Real.sin_sq_add_cos_sq (θ / 2)
    rw [show 2 * (θ / 2) = θ by ring] at h1
    linarith
  rw [Real.sin_add, Real.sin_sub, hc]
  ring
```

If $k$ is replaced by a non-integer $\kappa$, the sine has the value $\sin\kappa\pi\neq0$ at the right wall. The operator puts zero there, and the last row misses the eigenvalue equation by $\sin(\kappa\pi)/h^2$.

## A nonzero grid spacing

The condition $h\neq0$ says that neighbouring points are distinct. Only $h^2$ occurs, so the sign of $h$ is irrelevant. By hand, the condition makes the difference quotient meaningful and the factor $4/h^2$ positive.

That positivity orders the eigenvalues. For $0\le k<l\le n$,
$$0\le\frac{k\pi}{2(n+1)}<\frac{l\pi}{2(n+1)}<\frac{\pi}{2}.$$
The sine is nonnegative and strictly increasing on this range, hence so is its square, and multiplication by $-4/h^2$ gives $\lambda_l<\lambda_k$. The proof of `boxEigenvalue_lt` takes the same steps: `hs` compares the sines, `hsq` their squares, and `hc` is the positivity of $4/h^2$.

```lean
/-- For spacing `h ≠ 0` the numbers `-(4 / h²) sin²(k π / (2 (n + 1)))` decrease strictly
as `k` runs from `0` to `n`. -/
theorem boxEigenvalue_lt {n k l : ℕ} {h : ℝ} (hh : h ≠ 0) (hkl : k < l) (hl : l ≤ n) :
    boxEigenvalue n h l < boxEigenvalue n h k := by
  have hkl' : (k : ℝ) < l := by exact_mod_cast hkl
  have hl' : (l : ℝ) ≤ n := by exact_mod_cast hl
  have hpi := Real.pi_pos
  have ha : 0 ≤ k * π / (2 * ((n : ℝ) + 1)) := by positivity
  have hab : k * π / (2 * ((n : ℝ) + 1)) < l * π / (2 * ((n : ℝ) + 1)) := by gcongr
  have hb : l * π / (2 * ((n : ℝ) + 1)) ≤ π / 2 := by
    rw [div_le_div_iff₀ (by positivity) (by norm_num)]
    nlinarith [mul_le_mul_of_nonneg_left hl' hpi.le]
  -- the sine is nonnegative and strictly increasing on [0, π/2]
  have hs := Real.sin_lt_sin_of_lt_of_le_pi_div_two (by linarith) hb hab
  have h0 := Real.sin_nonneg_of_nonneg_of_le_pi ha (by linarith)
  have hsq := pow_lt_pow_left₀ hs h0 two_ne_zero
  have hc : 0 < 4 / h ^ 2 := by positivity
  unfold boxEigenvalue
  linarith [mul_lt_mul_of_pos_left hsq hc]
```

At $h=0$ Lean's division returns zero, so the eigenvalue equation reduces to $0=0$ and the strict inequality fails.

## A mode number of at least one

The number $k$ counts the half-waves that fit between the walls. The condition $1\le k$ excludes $k=0$, for which the sine vanishes everywhere and $\lambda_0=0$.

By hand it is used twice. First, $u_1=\sin\theta$ with $0<\theta<\pi$, so $u_1>0$ and the mode is nonzero; the upper bound on $\theta$ comes from $k\le n$. Second, comparison with $k=0$ gives $\lambda_k<\lambda_0=0$.

The theorem `boxMode_eigenvector` states three things: the mode is nonzero, it satisfies the eigenvalue equation, and the eigenvalue is negative. The first part of the proof evaluates component `0`, which is $u_1$. The second rewrites the three neighbouring values as $\sin(x+\theta)$, $\sin x$ and $\sin(x-\theta)$ and applies the identity; it needs no bound on $k$. The third is the ordering lemma with `k := 0`.

```lean
/-- Discrete particle in a box: for spacing `h ≠ 0` and `1 ≤ k ≤ n` the sampled sine is
nonzero and is an eigenvector of the Dirichlet three-point Laplacian, with the negative
eigenvalue `-(4 / h²) sin²(k π / (2 (n + 1)))`. -/
theorem boxMode_eigenvector {n k : ℕ} {h : ℝ} (hh : h ≠ 0) (hk : 1 ≤ k) (hkn : k ≤ n) :
    boxMode n k ≠ 0 ∧
    boxLaplacian n h (boxMode n k) = boxEigenvalue n h k • boxMode n k ∧
    boxEigenvalue n h k < 0 := by
  refine ⟨?_, ?_, ?_⟩
  · -- the first component is the sine of an angle strictly between 0 and π
    intro hzero
    have h0 := congrFun hzero ⟨0, by omega⟩
    have hk' : (0 : ℝ) < k := by exact_mod_cast hk
    have hkn' : (k : ℝ) ≤ n := by exact_mod_cast hkn
    have hpos : 0 < sin (k * π / ((n : ℝ) + 1)) := by
      apply Real.sin_pos_of_pos_of_lt_pi
      · positivity
      · rw [div_lt_iff₀ (by positivity)]
        nlinarith [Real.pi_pos, mul_le_mul_of_nonneg_left hkn' Real.pi_pos.le]
    simp only [boxMode, Nat.cast_zero, zero_add, one_mul, Pi.zero_apply] at h0
    exact hpos.ne' h0
  · ext i
    have hi := i.isLt
    change (withWalls (boxMode n k) ((i : ℕ) + 2) - 2 * withWalls (boxMode n k) ((i : ℕ) + 1)
      + withWalls (boxMode n k) (i : ℕ)) / h ^ 2 = boxEigenvalue n h k * boxMode n k i
    rw [withWalls_boxMode n k (j := (i : ℕ) + 2) (by omega),
      withWalls_boxMode n k (j := (i : ℕ) + 1) (by omega),
      withWalls_boxMode n k (j := (i : ℕ)) (by omega)]
    -- neighbouring points differ by the angle kπ/(n+1)
    have key := second_difference_sin
      ((((i : ℕ) : ℝ) + 1) * k * π / ((n : ℝ) + 1)) (k * π / ((n : ℝ) + 1))
    have e1 : (((i : ℕ) + 2 : ℕ) : ℝ) * k * π / ((n : ℝ) + 1)
        = (((i : ℕ) : ℝ) + 1) * k * π / ((n : ℝ) + 1) + k * π / ((n : ℝ) + 1) := by
      push_cast
      ring
    have e2 : (((i : ℕ) + 1 : ℕ) : ℝ) * k * π / ((n : ℝ) + 1)
        = (((i : ℕ) : ℝ) + 1) * k * π / ((n : ℝ) + 1) := by
      push_cast
      ring
    have e3 : ((i : ℕ) : ℝ) * k * π / ((n : ℝ) + 1)
        = (((i : ℕ) : ℝ) + 1) * k * π / ((n : ℝ) + 1) - k * π / ((n : ℝ) + 1) := by
      ring
    have e4 : k * π / ((n : ℝ) + 1) / 2 = k * π / (2 * ((n : ℝ) + 1)) := by
      rw [div_div, mul_comm ((n : ℝ) + 1) 2]
    rw [e1, e2, e3, key, e4]
    simp only [boxEigenvalue, boxMode]
    ring
  · have hlt := boxEigenvalue_lt (k := 0) hh hk hkn
    simpa [boxEigenvalue] using hlt
```

## A mode number of at most $n$

A grid with $n$ interior points can carry only $n$ independent modes, and $k\le n$ expresses this. At $k=n+1$ every sample is $\sin j\pi=0$, so the wave is invisible on the grid.

```lean
/-- For `k = n + 1` the sampled sine vanishes at every interior point. -/
theorem boxMode_succ_eq_zero (n : ℕ) : boxMode n (n + 1) = 0 := by
  ext i
  have hn : (n : ℝ) + 1 ≠ 0 := by positivity
  have e : (((i : ℕ) : ℝ) + 1) * ((n + 1 : ℕ) : ℝ) * π / ((n : ℝ) + 1)
      = (((i : ℕ) + 1 : ℕ) : ℝ) * π := by
    push_cast
    field_simp
  simp only [boxMode, Pi.zero_apply]
  rw [e, Real.sin_nat_mul_pi]
```

Beyond that, the modes alias: $k$ and $2(n+1)-k$ give the same vector up to sign, and the same eigenvalue.

With this bound the list of eigenvalues has no repetitions, and a dimension count shows that it is complete. By the strict ordering, $\lambda_1,\dots,\lambda_n$ are distinct. Eigenvectors with distinct eigenvalues are linearly independent, so an eigenvalue $\mu$ outside the list would produce $n+1$ independent vectors in an $n$-dimensional space, which is impossible.

The theorem `boxLaplacian_spectrum` says that a real $\mu$ has a nonzero real eigenvector exactly when $\mu=\lambda_k$ for one and only one $k$ in $1,\dots,n$. In the proof, `hinj` turns the ordering into distinctness. The type `Option (Fin n)` has $n+1$ elements and labels the $n$ modes together with the supposed extra eigenvector; `hcard` is the contradictory dimension count. Conversely, the mode itself is the required eigenvector.

```lean
/-- For spacing `h ≠ 0`, a real number `μ` is an eigenvalue of the Dirichlet three-point
Laplacian exactly when `μ = -(4 / h²) sin²(k π / (2 (n + 1)))` for one and only one `k`
with `1 ≤ k ≤ n`. -/
theorem boxLaplacian_spectrum {n : ℕ} {h : ℝ} (hh : h ≠ 0) (μ : ℝ) :
    (∃ u : Fin n → ℝ, u ≠ 0 ∧ boxLaplacian n h u = μ • u) ↔
    ∃! k : ℕ, (1 ≤ k ∧ k ≤ n) ∧ μ = boxEigenvalue n h k := by
  have hinj : ∀ k l : ℕ, k ≤ n → l ≤ n →
      boxEigenvalue n h k = boxEigenvalue n h l → k = l := by
    intro k l hk hl e
    rcases lt_trichotomy k l with h1 | h1 | h1
    · exact absurd e (boxEigenvalue_lt hh h1 hl).ne'
    · exact h1
    · exact absurd e (boxEigenvalue_lt hh h1 hk).ne
  constructor
  · rintro ⟨u, hu, hLu⟩
    have hex : ∃ k : ℕ, (1 ≤ k ∧ k ≤ n) ∧ μ = boxEigenvalue n h k := by
      by_contra hno
      have hne : ∀ i : Fin n, boxEigenvalue n h ((i : ℕ) + 1) ≠ μ := fun i e =>
        hno ⟨(i : ℕ) + 1, ⟨Nat.le_add_left 1 _, i.isLt⟩, e.symm⟩
      -- a further eigenvalue would give n + 1 independent vectors in dimension n
      let ev : Option (Fin n) → ℝ :=
        fun o => o.elim μ (fun i => boxEigenvalue n h ((i : ℕ) + 1))
      let vec : Option (Fin n) → (Fin n → ℝ) :=
        fun o => o.elim u (fun i => boxMode n ((i : ℕ) + 1))
      have hev : Function.Injective ev := by
        rintro (_ | i) (_ | j) hij
        · rfl
        · exact absurd hij.symm (hne j)
        · exact absurd hij (hne i)
        · have h2 := hinj ((i : ℕ) + 1) ((j : ℕ) + 1) i.isLt j.isLt hij
          exact congrArg some (Fin.ext (by omega))
      have hvec : ∀ o, Module.End.HasEigenvector (boxLaplacian n h) (ev o) (vec o) := by
        rintro (_ | i)
        · exact ⟨Module.End.mem_eigenspace_iff.mpr hLu, hu⟩
        · have hm := boxMode_eigenvector (k := (i : ℕ) + 1) hh (Nat.le_add_left 1 _) i.isLt
          exact ⟨Module.End.mem_eigenspace_iff.mpr hm.2.1, hm.1⟩
      have hli := Module.End.eigenvectors_linearIndependent' (boxLaplacian n h) ev hev vec hvec
      have hcard := hli.fintype_card_le_finrank
      simp at hcard
    obtain ⟨k, hk, e⟩ := hex
    exact ⟨k, ⟨hk, e⟩, fun l hl => hinj l k hl.1.2 hk.2 (hl.2.symm.trans e)⟩
  · rintro ⟨k, ⟨⟨h1, h2⟩, e⟩, _⟩
    have hm := boxMode_eigenvector hh h1 h2
    exact ⟨boxMode n k, hm.1, by rw [e]; exact hm.2.1⟩

end

end DiscreteParticleInBox
```

```lean
#print axioms DiscreteParticleInBox.boxMode_succ_eq_zero
-- 'DiscreteParticleInBox.boxMode_succ_eq_zero' depends on axioms: [propext, Classical.choice, Quot.sound]
#print axioms DiscreteParticleInBox.boxLaplacian_spectrum
-- 'DiscreteParticleInBox.boxLaplacian_spectrum' depends on axioms: [propext, Classical.choice, Quot.sound]
```

## Checking a grid Hamiltonian

In a program, $\Delta_h$ is the tridiagonal matrix with $-2/h^2$ on the diagonal and $1/h^2$ beside it. Before a potential is added, its numerical eigenvalues can be compared with $\lambda_1,\dots,\lambda_n$. For a box of length $L$ the spacing is $h=L/(n+1)$, and a code that sets $h=L/n$ shows a common relative error in all levels. The eigenvectors should match the normalised sines up to sign.

Agreement with the continuum is a separate matter. Since $\sin x<x$ for $x>0$, each grid energy lies below the continuum value $\hbar^2k^2\pi^2/(2mL^2)$; the gap relative to the continuum value is small for $k\ll n$, while at the top level $k=n$ it approaches $1-4/\pi^2\approx0.59$ as $n$ grows.
